# SU(2) characters of spins 0 to k/2 are exactly orthonormal on k + 1 equally spaced angles with sin² weights

Several spins are coupled, and the trace of a rotation on their joint state space is known as a function of the rotation angle. How many multiplets of each total spin does the space contain? The trace is a sum of SU(2) characters, one for each multiplet, so the question is one of projection. The usual projection integrates over all angles. If no total spin exceeds $k/2$, a weighted sum over $k+1$ equally spaced angles, specified below, gives the same multiplicities exactly.

For two spins 1/2, take $k=2$. With rotation angle $2\theta$ the trace is $4\cos^2\theta$, which equals $2,0,2$ at $\theta=\pi/4,\pi/2,3\pi/4$. The weights are $1/4,1/2,1/4$, and the projections give one singlet, no doublet and one triplet.

## A grid with n ≥ 2

Put $n=k+2$ with $k$ a natural number, so that $n\ge2$ holds by construction. Physically, this leaves room for at least spin 0. At $k=0$ there is one angle, $\theta=\pi/2$, and the sine matrix defined below is the number 1. At $n=1$ there would be no angles and no spins, and at $n=0$ the angles and weights defined below, which divide by $n$, have no meaning.

A multiplet of spin $j$ has dimension $d=2j+1$. Its character $\chi_d(\theta)$, `character d θ`, is the sum of $\cos(2m\theta)$ over the magnetic quantum numbers $m$; the summation index $i$ gives $2m=d-1-2i$.

```lean
import Mathlib

open Real Finset

namespace SU2DiscreteCharacters

noncomputable section

/-- The SU(2) character of the multiplet of dimension `d = 2j + 1`: the sum of `cos (2mθ)` over
the magnetic quantum numbers `m = j, j - 1, …, -j`. -/
def character (d : ℕ) (θ : ℝ) : ℝ :=
  ∑ i ∈ range d, cos (((d : ℝ) - 1 - 2 * (i : ℝ)) * θ)

/-- The rotation by the angle `2θ` about the z axis in the multiplet of dimension `d`, in the sign
convention `exp (iφ J_z)` for the angle `φ`, written in the basis of states with magnetic quantum
numbers `m = j, j - 1, …, -j`. -/
def rotationZ (d : ℕ) (θ : ℝ) : Matrix (Fin d) (Fin d) ℂ :=
  Matrix.diagonal fun i =>
    Complex.exp (((((d : ℝ) - 1 - 2 * ((i : ℕ) : ℝ)) * θ : ℝ) : ℂ) * Complex.I)
```

The indices $a,b$ run from 0 to $k$ (`Fin (k + 1)`). Row $a$ stands for spin $a/2$, of dimension $a+1$. The sampling angles are $\theta_b=\pi(b+1)/n$, half the physical rotation angles, and the weights are $w_b=(2/n)\sin^2\theta_b$. The matrix is $S_{ab}=\sqrt{2/n}\,\sin(\pi(a+1)(b+1)/n)$.

```lean
/-- The sampling angles `π (b + 1) / (k + 2)`, for `b = 0, …, k`. -/
def node (k : ℕ) (b : Fin (k + 1)) : ℝ := π * (((b : ℕ) : ℝ) + 1) / ((k : ℝ) + 2)

/-- The weight `(2 / (k + 2)) sin² θ` of each sampling angle `θ`. -/
def weight (k : ℕ) (b : Fin (k + 1)) : ℝ := 2 / ((k : ℝ) + 2) * sin (node k b) ^ 2

/-- The sine matrix with entries `√(2/n) sin (π a b / n)`, where `n = k + 2` and the labels
`a, b = 1, …, n - 1` are stored as `a - 1, b - 1`. -/
def sineMatrix (k : ℕ) : Matrix (Fin (k + 1)) (Fin (k + 1)) ℝ :=
  Matrix.of fun a b => √(2 / ((k : ℝ) + 2)) *
    sin (π * (((a : ℕ) : ℝ) + 1) * (((b : ℕ) : ℝ) + 1) / ((k : ℝ) + 2))
```

## Magnetic quantum numbers from j to −j in unit steps

This spectrum of $J_z$ is built into `rotationZ`, a diagonal matrix of phases $e^{2im\theta}$; it is not derived from the commutation relations. The common convention $e^{-i\varphi J_z}$ for a rotation by $\varphi$ gives the opposite phases and the same trace. The symmetry of the spectrum under $m\to-m$ makes the trace real. The proof reflects the summation index, finds that the sum of sines equals its own negative, and then compares real and imaginary parts. With an asymmetric spectrum the trace would in general be complex.

```lean
/-- The trace of the rotation by `2θ` in the multiplet of dimension `d` is its character. -/
theorem trace_rotationZ (d : ℕ) (θ : ℝ) :
    (rotationZ d θ).trace = (character d θ : ℂ) := by
  -- the contributions of `m` and `-m` to the imaginary part cancel
  have hs : ∑ i ∈ range d, sin (((d : ℝ) - 1 - 2 * (i : ℝ)) * θ) = 0 := by
    have h : ∑ i ∈ range d, sin (((d : ℝ) - 1 - 2 * ((d - 1 - i : ℕ) : ℝ)) * θ)
        = ∑ i ∈ range d, sin (((d : ℝ) - 1 - 2 * (i : ℝ)) * θ) :=
      Finset.sum_range_reflect (fun i : ℕ => sin (((d : ℝ) - 1 - 2 * (i : ℝ)) * θ)) d
    have h2 : ∑ i ∈ range d, sin (((d : ℝ) - 1 - 2 * ((d - 1 - i : ℕ) : ℝ)) * θ)
        = -∑ i ∈ range d, sin (((d : ℝ) - 1 - 2 * (i : ℝ)) * θ) := by
      rw [← Finset.sum_neg_distrib]
      refine Finset.sum_congr rfl fun i hi => ?_
      have hi' := Finset.mem_range.mp hi
      have hc : ((d - 1 - i : ℕ) : ℝ) = (d : ℝ) - 1 - i := by
        rw [Nat.cast_sub (by omega), Nat.cast_sub (by omega), Nat.cast_one]
      rw [hc, ← Real.sin_neg]
      congr 1
      ring
    linarith
  rw [rotationZ, Matrix.trace_diagonal, Fin.sum_univ_eq_sum_range (fun i : ℕ =>
    Complex.exp (((((d : ℝ) - 1 - 2 * (i : ℝ)) * θ : ℝ) : ℂ) * Complex.I)) d]
  apply Complex.ext
  · rw [Complex.re_sum, Complex.ofReal_re, character]
    exact Finset.sum_congr rfl fun i _ => Complex.exp_ofReal_mul_I_re _
  · rw [Complex.im_sum, Complex.ofReal_im, ← hs]
    exact Finset.sum_congr rfl fun i _ => Complex.exp_ofReal_mul_I_im _
```

The unit spacing makes the character sum telescope:
$$\sin\theta\cos((d-1-2i)\theta)=\tfrac12\sin((d-2i)\theta)-\tfrac12\sin((d-2i-2)\theta).$$
Summing over $i=0,\dots,d-1$ leaves $\tfrac12\sin(d\theta)-\tfrac12\sin(-d\theta)$, so
$$\sin\theta\,\chi_d(\theta)=\sin(d\theta).$$
In the proof, `step` is the identity for one term and `tel` the telescoped sum. With unequal spacing, neighbouring terms would not all cancel.

```lean
/-- The character of the multiplet of dimension `d` satisfies `sin θ · χ(θ) = sin (d θ)`. -/
theorem sin_mul_character (d : ℕ) (θ : ℝ) : sin θ * character d θ = sin (d * θ) := by
  have step : ∀ i : ℕ, sin θ * cos (((d : ℝ) - 1 - 2 * (i : ℝ)) * θ)
      = sin (((d : ℝ) - 2 * (i : ℝ)) * θ) / 2
        - sin (((d : ℝ) - 2 * ((i + 1 : ℕ) : ℝ)) * θ) / 2 := by
    intro i
    have h1 : ((d : ℝ) - 2 * (i : ℝ)) * θ = ((d : ℝ) - 1 - 2 * i) * θ + θ := by ring
    have h2 : ((d : ℝ) - 2 * ((i + 1 : ℕ) : ℝ)) * θ = ((d : ℝ) - 1 - 2 * i) * θ - θ := by
      push_cast; ring
    rw [h1, h2, Real.sin_add, Real.sin_sub]
    ring
  -- the sum over magnetic quantum numbers telescopes
  have tel : ∑ i ∈ range d, sin θ * cos (((d : ℝ) - 1 - 2 * (i : ℝ)) * θ)
      = sin (((d : ℝ) - 2 * ((0 : ℕ) : ℝ)) * θ) / 2 - sin (((d : ℝ) - 2 * (d : ℝ)) * θ) / 2 :=
    (Finset.sum_congr rfl fun i _ => step i).trans
      (Finset.sum_range_sub' (fun i : ℕ => sin (((d : ℝ) - 2 * (i : ℝ)) * θ) / 2) d)
  have h3 : ((d : ℝ) - 2 * (d : ℝ)) * θ = -(d * θ) := by ring
  rw [character, Finset.mul_sum, tel, h3, Real.sin_neg, Nat.cast_zero, mul_zero, sub_zero]
  ring
```

Had the character been defined as the quotient $\sin(d\theta)/\sin\theta$, this theorem would be nearly immediate. The telescoping would then be needed to connect the quotient with the trace, and the values at the multiples of $\pi$, such as $d$ at $\theta=0$, would have to be set separately.

## Frequencies strictly between 0 and 2n

In the next lemma $m$ is an integer frequency, not a magnetic quantum number. For $n\ge2$, the condition $0<m<2n$ ensures that the wave $\cos(\pi mb/n)$ can be told apart from a constant on the grid $b=0,\dots,n-1$. The lemma also covers $n=1$, where the grid is a single point. Set $y=\pi m/(2n)$. Then
$$\sin y\cos(2by)=\tfrac12\sin((2b+1)y)-\tfrac12\sin((2b-1)y),$$
and summing over $b=0,\dots,n-1$ gives
$$\tfrac12\left[\sin(m\pi-y)+\sin y\right]=\tfrac12\left[1-(-1)^m\right]\sin y.$$
The condition puts $y$ strictly between 0 and $\pi$, so $\sin y>0$ can be divided out; this is `hpos`, used in `mul_left_cancel₀`. At $m=0$ or $m=2n$ every cosine is 1 and the sum is $n$, not 0.

```lean
/-- For `0 < m < 2n`, the sum of `cos (π m b / n)` over `b = 0, …, n - 1` is `0` for even `m`
and `1` for odd `m`. -/
theorem sum_cos_nodes (n m : ℕ) (hm : 0 < m) (h : m < 2 * n) :
    ∑ b ∈ range n, cos (π * (m : ℝ) * (b : ℝ) / (n : ℝ)) = (1 - (-1) ^ m) / 2 := by
  have hn : (0 : ℝ) < n := by exact_mod_cast (by omega : 0 < n)
  have hm' : (0 : ℝ) < m := by exact_mod_cast hm
  have hmn : (m : ℝ) < 2 * n := by exact_mod_cast h
  obtain ⟨y, hy⟩ : ∃ y : ℝ, y = π * m / (2 * n) := ⟨_, rfl⟩
  have hpos : 0 < sin y := by
    apply Real.sin_pos_of_pos_of_lt_pi
    · rw [hy]; positivity
    · rw [hy, div_lt_iff₀ (by positivity)]
      exact mul_lt_mul_of_pos_left hmn Real.pi_pos
  have step : ∀ b : ℕ, sin y * cos (π * (m : ℝ) * (b : ℝ) / (n : ℝ))
      = sin ((2 * ((b + 1 : ℕ) : ℝ) - 1) * y) / 2 - sin ((2 * (b : ℝ) - 1) * y) / 2 := by
    intro b
    have h0 : π * (m : ℝ) * (b : ℝ) / (n : ℝ) = 2 * b * y := by rw [hy]; field_simp
    have h1 : (2 * ((b + 1 : ℕ) : ℝ) - 1) * y = 2 * b * y + y := by push_cast; ring
    have h2 : (2 * (b : ℝ) - 1) * y = 2 * b * y - y := by ring
    rw [h0, h1, h2, Real.sin_add, Real.sin_sub]
    ring
  have tel : ∑ b ∈ range n, sin y * cos (π * (m : ℝ) * (b : ℝ) / (n : ℝ))
      = sin ((2 * (n : ℝ) - 1) * y) / 2 - sin ((2 * ((0 : ℕ) : ℝ) - 1) * y) / 2 :=
    (Finset.sum_congr rfl fun b _ => step b).trans
      (Finset.sum_range_sub (fun b : ℕ => sin ((2 * (b : ℝ) - 1) * y) / 2) n)
  have h3 : (2 * (n : ℝ) - 1) * y = m * π - y := by rw [hy]; field_simp
  have h4 : (2 * ((0 : ℕ) : ℝ) - 1) * y = -y := by push_cast; ring
  apply mul_left_cancel₀ hpos.ne'
  rw [Finset.mul_sum, tel, h3, h4, Real.sin_neg, Real.sin_sub, Real.sin_nat_mul_pi,
    Real.cos_nat_mul_pi]
  ring
```

## Wave labels strictly between 0 and n

Here $a$ and $c$ are the wave labels themselves, from 1 to $n-1$, which are the dimensions of the multiplets that the grid resolves. The product formula is
$$\sin\frac{\pi ab}{n}\sin\frac{\pi cb}{n}=\tfrac12\cos\frac{\pi(a-c)b}{n}-\tfrac12\cos\frac{\pi(a+c)b}{n}.$$
If $a\ne c$, both $|a-c|$ and $a+c$ lie strictly between 0 and $2n$ and have equal parity, so the two sums cancel. If $a=c$, the first term gives $n/2$ and the second, of even frequency $2a$, gives 0.

Without the range the result fails: the label $c=2n-a$ reproduces wave $a$ with the opposite sign, and $a=c=n$ gives the zero wave. In the proof, `key` treats unequal labels written as $p+d$ and $p$, and `lt_trichotomy` separates the cases.

```lean
/-- Standing waves `sin (π a b / n)` with `0 < a < n` are orthogonal on the points
`b = 0, …, n - 1`, with squared norm `n / 2`. -/
theorem sum_sin_mul_sin (n a c : ℕ) (ha : 0 < a) (han : a < n) (hc : 0 < c) (hcn : c < n) :
    ∑ b ∈ range n, sin (π * (a : ℝ) * (b : ℝ) / (n : ℝ)) * sin (π * (c : ℝ) * (b : ℝ) / (n : ℝ))
      = if a = c then (n : ℝ) / 2 else 0 := by
  -- different waves: the two cosine sums have equal parity and cancel
  have key : ∀ p d : ℕ, 0 < p → 0 < d → p + d < n →
      ∑ b ∈ range n, sin (π * ((p + d : ℕ) : ℝ) * (b : ℝ) / (n : ℝ))
        * sin (π * (p : ℝ) * (b : ℝ) / (n : ℝ)) = 0 := by
    intro p d hp hd hpd
    have term : ∀ b : ℕ, sin (π * ((p + d : ℕ) : ℝ) * (b : ℝ) / (n : ℝ))
        * sin (π * (p : ℝ) * (b : ℝ) / (n : ℝ))
        = cos (π * (d : ℝ) * (b : ℝ) / (n : ℝ)) / 2
          - cos (π * ((2 * p + d : ℕ) : ℝ) * (b : ℝ) / (n : ℝ)) / 2 := by
      intro b
      have h1 : π * (d : ℝ) * (b : ℝ) / (n : ℝ) = π * ((p + d : ℕ) : ℝ) * (b : ℝ) / (n : ℝ)
          - π * (p : ℝ) * (b : ℝ) / (n : ℝ) := by push_cast; ring
      have h2 : π * ((2 * p + d : ℕ) : ℝ) * (b : ℝ) / (n : ℝ)
          = π * ((p + d : ℕ) : ℝ) * (b : ℝ) / (n : ℝ)
          + π * (p : ℝ) * (b : ℝ) / (n : ℝ) := by push_cast; ring
      rw [h1, h2, Real.cos_sub, Real.cos_add]
      ring
    rw [Finset.sum_congr rfl fun b _ => term b, Finset.sum_sub_distrib, ← Finset.sum_div,
      ← Finset.sum_div, sum_cos_nodes n d hd (by omega),
      sum_cos_nodes n (2 * p + d) (by omega) (by omega), pow_add, pow_mul]
    norm_num
  rcases lt_trichotomy a c with h | h | h
  · obtain ⟨d, rfl⟩ := Nat.exists_eq_add_of_lt h
    rw [if_neg (by omega), ← key a (d + 1) ha (by omega) (by omega)]
    exact Finset.sum_congr rfl fun b _ => mul_comm _ _
  · subst h
    have term : ∀ b : ℕ, sin (π * (a : ℝ) * (b : ℝ) / (n : ℝ))
        * sin (π * (a : ℝ) * (b : ℝ) / (n : ℝ))
        = 1 / 2 - cos (π * ((2 * a : ℕ) : ℝ) * (b : ℝ) / (n : ℝ)) / 2 := by
      intro b
      have h1 : π * ((2 * a : ℕ) : ℝ) * (b : ℝ) / (n : ℝ)
          = 2 * (π * (a : ℝ) * (b : ℝ) / (n : ℝ)) := by push_cast; ring
      rw [h1, Real.cos_two_mul]
      linear_combination Real.sin_sq_add_cos_sq (π * (a : ℝ) * (b : ℝ) / (n : ℝ))
    have hp : (-1 : ℝ) ^ (2 * a) = 1 := by rw [pow_mul]; norm_num
    rw [if_pos rfl, Finset.sum_congr rfl fun b _ => term b, Finset.sum_sub_distrib,
      Finset.sum_const, Finset.card_range, nsmul_eq_mul, ← Finset.sum_div,
      sum_cos_nodes n (2 * a) (by omega) (by omega), hp]
    ring
  · obtain ⟨d, rfl⟩ := Nat.exists_eq_add_of_lt h
    rw [if_neg (by omega)]
    exact key c (d + 1) hc (by omega) (by omega)
```

Exchanging $a$ and $b$ leaves $S_{ab}$ unchanged.

```lean
/-- The sine matrix is symmetric. -/
theorem sineMatrix_isSymm (k : ℕ) : (sineMatrix k).IsSymm := by
  refine Matrix.IsSymm.ext fun a b => ?_
  simp only [sineMatrix, Matrix.of_apply]
  rw [mul_right_comm π]
```

With the indices again starting at 0, $(S^2)_{ac}=\sum_b S_{ab}S_{cb}$ by symmetry. This is $2/n$ times the sine sum for labels $a+1$ and $c+1$, because the omitted grid point 0 contributes nothing. Hence $S^2=1$.

```lean
/-- The sine matrix squares to the identity. -/
theorem sineMatrix_mul_self (k : ℕ) : sineMatrix k * sineMatrix k = 1 := by
  ext a c
  have hk : (k : ℝ) + 2 ≠ 0 := by positivity
  have hs : √(2 / ((k : ℝ) + 2)) * √(2 / ((k : ℝ) + 2)) = 2 / ((k : ℝ) + 2) :=
    Real.mul_self_sqrt (by positivity)
  have h := sum_sin_mul_sin (k + 2) (a + 1) (c + 1) (by omega) (by omega) (by omega) (by omega)
  -- the point `b = 0` contributes nothing
  rw [Finset.sum_range_succ' _ (k + 1), Finset.sum_range] at h
  simp only [Nat.cast_add, Nat.cast_one, Nat.cast_ofNat, Nat.cast_zero, mul_zero, zero_div,
    Real.sin_zero, add_zero] at h
  have e : (sineMatrix k * sineMatrix k) a c = 2 / ((k : ℝ) + 2) *
      (if (a : ℕ) + 1 = (c : ℕ) + 1 then ((k : ℝ) + 2) / 2 else 0) := by
    rw [← h, Matrix.mul_apply, Finset.mul_sum]
    refine Finset.sum_congr rfl fun b _ => ?_
    rw [(sineMatrix_isSymm k).apply c b]
    simp only [sineMatrix, Matrix.of_apply]
    linear_combination (sin (π * (((a : ℕ) : ℝ) + 1) * (((b : ℕ) : ℝ) + 1) / ((k : ℝ) + 2)) *
      sin (π * (((c : ℕ) : ℝ) + 1) * (((b : ℕ) : ℝ) + 1) / ((k : ℝ) + 2))) * hs
  rw [e, Matrix.one_apply]
  by_cases hac : a = c
  · subst hac
    rw [if_pos rfl, if_pos rfl]
    field_simp
  · rw [if_neg (fun q => hac (Fin.ext (by omega))), if_neg hac, mul_zero]
```

The character identity gives $S_{ab}=\sqrt{2/n}\,\sin\theta_b\,\chi_{a+1}(\theta_b)$, which is `entry` in the proof. Inserting it into $S^2=1$ yields
$$\sum_b w_b\,\chi_{a+1}(\theta_b)\,\chi_{c+1}(\theta_b)=\delta_{ac}.$$

```lean
/-- The characters of spins `0, 1/2, …, k/2` are exactly orthonormal on the `k + 1` sampling
angles with weights `(2 / (k + 2)) sin² θ`. -/
theorem character_orthogonality (k : ℕ) (a c : Fin (k + 1)) :
    ∑ b, weight k b * character (a + 1) (node k b) * character (c + 1) (node k b)
      = if a = c then 1 else 0 := by
  have hs : √(2 / ((k : ℝ) + 2)) * √(2 / ((k : ℝ) + 2)) = 2 / ((k : ℝ) + 2) :=
    Real.mul_self_sqrt (by positivity)
  -- each matrix entry is a weighted character
  have entry : ∀ i b : Fin (k + 1), sineMatrix k i b
      = √(2 / ((k : ℝ) + 2)) * (sin (node k b) * character (i + 1) (node k b)) := by
    intro i b
    rw [sin_mul_character]
    simp only [sineMatrix, Matrix.of_apply, node]
    congr 2
    push_cast
    ring
  rw [← Matrix.one_apply, ← sineMatrix_mul_self k, Matrix.mul_apply]
  refine Finset.sum_congr rfl fun b _ => ?_
  rw [(sineMatrix_isSymm k).apply c b, entry a b, entry c b, weight]
  linear_combination (-(sin (node k b) ^ 2 * character (a + 1) (node k b) *
    character (c + 1) (node k b))) * hs
```

The same argument, with the sum taken over spins, gives the companion relation $\sum_a\chi_{a+1}(\theta_b)\chi_{a+1}(\theta_c)=\delta_{bc}/w_b$.

## No spin above k/2

The recovery theorem assumes that the sampled function is $\sum_c m_c\,\chi_{c+1}$ with real coefficients $m_c$ and spins up to $k/2$. For a coupled system the $m_c$ are multiplicities; the theorem does not supply Clebsch-Gordan coefficients or construct the coupled states. By hand and in Lean, one exchanges the two sums and applies orthonormality, which leaves $\sum_c m_c\delta_{ac}=m_a$.

```lean
/-- If a function is a combination of characters of spins `0, 1/2, …, k/2`, its coefficients are
recovered exactly from its values at the `k + 1` sampling angles. -/
theorem coefficient_from_samples (k : ℕ) (m : Fin (k + 1) → ℝ) (a : Fin (k + 1)) :
    ∑ b, weight k b * character (a + 1) (node k b) *
      (∑ c : Fin (k + 1), m c * character (c + 1) (node k b)) = m a := by
  simp only [Finset.mul_sum]
  rw [Finset.sum_comm]
  have h : ∀ c : Fin (k + 1), ∑ b, weight k b * character (a + 1) (node k b) *
      (m c * character (c + 1) (node k b)) = m c * (if a = c then 1 else 0) := by
    intro c
    rw [← character_orthogonality k a c, Finset.mul_sum]
    exact Finset.sum_congr rfl fun b _ => by ring
  rw [Finset.sum_congr rfl fun c _ => h c]
  simp
```

The bound on the spin is sharp if every multiplicity is to be recovered. For spin $(k+1)/2$ the dimension is $n$, and $\sin\theta_b\,\chi_n(\theta_b)=\sin((b+1)\pi)=0$. Since $0<\theta_b<\pi$, the factor $\sin\theta_b$ is positive and the character itself vanishes. Any number of such multiplets could be added without changing a single sample. Their number therefore cannot be read from the samples, while the multiplicities of the spins up to $k/2$ still come out right if no spin above $(k+1)/2$ is present. Higher spins can spoil them: for $0<a<n$, a multiplet of dimension $2n-a$ has the samples of dimension $a$ with the opposite sign.

```lean
/-- The character of spin `(k + 1)/2` vanishes at all `k + 1` sampling angles. -/
theorem next_character_vanishes (k : ℕ) (b : Fin (k + 1)) :
    character (k + 2) (node k b) = 0 := by
  have hb : ((b : ℕ) : ℝ) + 1 < (k : ℝ) + 2 := by
    exact_mod_cast (by omega : (b : ℕ) + 1 < k + 2)
  have hpos : 0 < sin (node k b) := by
    apply Real.sin_pos_of_pos_of_lt_pi
    · unfold node; positivity
    · rw [node, div_lt_iff₀ (by positivity)]
      exact mul_lt_mul_of_pos_left hb Real.pi_pos
  have h := sin_mul_character (k + 2) (node k b)
  have e : ((k + 2 : ℕ) : ℝ) * node k b = ((b + 1 : ℕ) : ℝ) * π := by
    have hk : (k : ℝ) + 2 ≠ 0 := by positivity
    unfold node
    push_cast
    field_simp
  rw [e, Real.sin_nat_mul_pi] at h
  exact (mul_eq_zero.mp h).resolve_left hpos.ne'

end

end SU2DiscreteCharacters
```

```lean
#print axioms SU2DiscreteCharacters.trace_rotationZ
#print axioms SU2DiscreteCharacters.character_orthogonality
#print axioms SU2DiscreteCharacters.coefficient_from_samples
#print axioms SU2DiscreteCharacters.next_character_vanishes
```

```
'SU2DiscreteCharacters.trace_rotationZ' depends on axioms: [propext, Classical.choice, Quot.sound]
'SU2DiscreteCharacters.character_orthogonality' depends on axioms: [propext, Classical.choice, Quot.sound]
'SU2DiscreteCharacters.coefficient_from_samples' depends on axioms: [propext, Classical.choice, Quot.sound]
'SU2DiscreteCharacters.next_character_vanishes' depends on axioms: [propext, Classical.choice, Quot.sound]
```
